# At small nonzero spin polarization, the high-density RPA scaling factor exceeds φ³

In the three-dimensional uniform electron gas, the RPA factor describes how the logarithmic term of the high-density correlation energy depends on spin polarization. The fully polarized gas is treated here as a limit from below, because the closed formula for the RPA factor contains $\ln 0$ at that point. The polarization $z$ lies between $-1$ and $1$, and $x=(1+z)^{1/3}$ and $y=(1-z)^{1/3}$ are the Fermi wavevectors of the two spin channels, relative to the unpolarized gas of equal density. In Lean they are `kF z` and `kF (-z)`.

```lean
import Mathlib

open Filter Topology Set

namespace ElectronGasSpinScaling

noncomputable section

/-- Fermi wavevector of one spin channel at relative polarization `z ≥ -1`, in units of
its value in the unpolarized gas of the same density. -/
def kF (z : ℝ) : ℝ := (1 + z) ^ (1 / 3 : ℝ)
```

With $L=1-\ln 2$, the RPA factor is $I=\tfrac12+N/(4L)$, where

$$N=xy(x+y)-2\ln(x+y)+x^3\ln x+y^3\ln y.$$

This formula is taken as given, not derived from the RPA. It multiplies the logarithmic term of the high-density correlation energy; $L$ is proportional to that term's coefficient in the unpolarized gas.

```lean
/-- The RPA spin-scaling factor `I` of the logarithmic term in the high-density correlation
energy, for polarizations `-1 < z < 1`; the fully polarized gas is reached as a limit. -/
def rpaScaling (z : ℝ) : ℝ :=
  1 / 2 + (kF z * kF (-z) * (kF z + kF (-z)) - 2 * Real.log (kF z + kF (-z))
    + kF z ^ 3 * Real.log (kF z) + kF (-z) ^ 3 * Real.log (kF (-z))) / (4 * (1 - Real.log 2))
```

The comparison factor is $\phi=(x^2+y^2)/2$, whose cube appears in gradient-corrected functionals such as PBE.

```lean
/-- The spin-scaling factor `φ`, the mean of the squared relative Fermi wavevectors,
for polarizations `-1 ≤ z ≤ 1`. -/
def phi (z : ℝ) : ℝ := (kF z ^ 2 + kF (-z) ^ 2) / 2
```

### (a) Wavevector and density

For $z>-1$, show that $x>0$ and

$$x^3=1+z.$$

A positive base has a positive real power, and the exponents multiply to $\tfrac13\cdot3=1$.

```lean
/-- For `z > -1` the relative Fermi wavevector is positive and its cube is the relative
density `1 + z` of the spin channel. -/
theorem kF_spec {z : ℝ} (hz : -1 < z) : 0 < kF z ∧ kF z ^ 3 = 1 + z := by
  have h : 0 < 1 + z := by linarith
  refine ⟨Real.rpow_pos_of_pos h _, ?_⟩
  unfold kF
  rw [← Real.rpow_natCast, ← Real.rpow_mul h.le]
  norm_num
```

### (b) Rates of the wavevectors

For $-1<z<1$, show that

$$x'=\frac1{3x^2},\qquad y'=-\frac1{3y^2}.$$

The power rule gives $x'=\tfrac13x/(1+z)$, and (a) replaces $1+z$ by $x^3$. The chain rule supplies the sign for $y$. `HasDerivAt` states both differentiability and the derivative's value.

```lean
/-- Rates of change of the two Fermi wavevectors with the polarization, for `-1 < z < 1`. -/
theorem hasDerivAt_kF {z : ℝ} (h1 : -1 < z) (h2 : z < 1) :
    HasDerivAt kF (1 / (3 * kF z ^ 2)) z ∧
      HasDerivAt (fun t => kF (-t)) (-(1 / (3 * kF (-z) ^ 2))) z := by
  have key : ∀ w : ℝ, -1 < w → HasDerivAt kF (1 / (3 * kF w ^ 2)) w := by
    intro w hw
    have h0 : 1 + w ≠ 0 := by linarith
    have hk := (kF_spec hw).1.ne'
    have e : (1 + w) ^ ((1 / 3 : ℝ) - 1) = kF w / (1 + w) := Real.rpow_sub_one h0 _
    have h := ((hasDerivAt_id' w).const_add 1).rpow_const (p := (1 / 3 : ℝ)) (Or.inl h0)
    refine h.congr_deriv ?_
    rw [e, ← (kF_spec hw).2]
    field_simp
  have hn := (key (-z) (by linarith)).comp z (hasDerivAt_neg z)
  exact ⟨key z h1, hn.congr_deriv (by ring)⟩
```

### (c) Slope of the RPA factor

On the same interval, show that

$$I'=\frac{y/x-x/y+\ln x-\ln y}{4L}.$$

The product term contributes

$$\frac{2y}{3x}-\frac{2x}{3y}+\frac{y^2}{3x^2}-\frac{x^2}{3y^2}.$$

Since $x^3+y^3=2$, we have $2/(x+y)=x^2-xy+y^2$, so $-2\ln(x+y)$ contributes

$$-\frac{x^2-xy+y^2}{3}\left(\frac1{x^2}-\frac1{y^2}\right)=\frac{y}{3x}-\frac{x}{3y}-\frac{y^2}{3x^2}+\frac{x^2}{3y^2}.$$

The last two terms of $N$ give $\ln x+\tfrac13$ and $-\ln y-\tfrac13$. Adding everything gives the numerator. In the proof, `hs` is the identity for $1/(x+y)$.

```lean
/-- Slope of the RPA factor for `-1 < z < 1`, in terms of the two Fermi wavevectors. -/
theorem hasDerivAt_rpaScaling {z : ℝ} (h1 : -1 < z) (h2 : z < 1) :
    HasDerivAt rpaScaling ((kF (-z) / kF z - kF z / kF (-z) + Real.log (kF z)
      - Real.log (kF (-z))) / (4 * (1 - Real.log 2))) z := by
  obtain ⟨hx, hy⟩ := hasDerivAt_kF h1 h2
  obtain ⟨px, cx⟩ := kF_spec h1
  obtain ⟨py, cy⟩ := kF_spec (z := -z) (by linarith)
  have nx := px.ne'
  have ny := py.ne'
  have ns : kF z + kF (-z) ≠ 0 := (add_pos px py).ne'
  -- the densities add up to a constant, which removes the denominator x + y
  have hs : ∀ a : ℝ, a / (kF z + kF (-z))
      = a * (kF z ^ 2 - kF z * kF (-z) + kF (-z) ^ 2) / 2 := by
    intro a
    rw [div_eq_div_iff ns two_ne_zero]
    linear_combination (-a) * (cx + cy)
  have hx3 : HasDerivAt (fun t => kF t ^ 3) (3 * kF z ^ 2 * (1 / (3 * kF z ^ 2))) z :=
    (hx.fun_pow 3).congr_deriv (by norm_num)
  have hy3 : HasDerivAt (fun t => kF (-t) ^ 3)
      (3 * kF (-z) ^ 2 * (-(1 / (3 * kF (-z) ^ 2)))) z :=
    (hy.fun_pow 3).congr_deriv (by norm_num)
  have h := ((((((hx.fun_mul hy).fun_mul (hx.fun_add hy)).fun_sub
    (((hx.fun_add hy).log ns).const_mul 2)).fun_add (hx3.fun_mul (hx.log nx))).fun_add
    (hy3.fun_mul (hy.log ny))).div_const (4 * (1 - Real.log 2))).const_add (1 / 2)
  refine h.congr_deriv ?_
  congr 1
  rw [hs]
  field_simp
  ring
```

### (d) Slope of φ

Show that, for $-1<z<1$,

$$\phi'=\frac13\left(\frac1x-\frac1y\right).$$

Insert (b) into $\phi'=xx'+yy'$.

```lean
/-- Slope of `φ` for `-1 < z < 1`. -/
theorem hasDerivAt_phi {z : ℝ} (h1 : -1 < z) (h2 : z < 1) :
    HasDerivAt phi ((1 / kF z - 1 / kF (-z)) / 3) z := by
  obtain ⟨hx, hy⟩ := hasDerivAt_kF h1 h2
  have a : ∀ u : ℝ, 0 < u → u * (1 / (3 * u ^ 2)) = 1 / (3 * u) := by
    intro u hu
    field_simp
  have h := ((hx.fun_mul hx).fun_add (hy.fun_mul hy)).div_const 2
  have e : phi = fun t => (kF t * kF t + kF (-t) * kF (-t)) / 2 := by
    funext t
    unfold phi
    ring
  rw [e]
  refine h.congr_deriv ?_
  linear_combination a _ (kF_spec h1).1 - a _ (kF_spec (z := -z) (by linarith)).1
```

### (e) Continuity up to full polarization

Show that $I,\phi\in C([0,1])$. The sum $x+y$ stays positive, and $t^3\ln t\to0$ as $t\to0^+$. Lean's convention `Real.log 0 = 0` therefore gives $I(1)$ its limiting value.

```lean
/-- Both spin-scaling factors are continuous from the unpolarized to the fully polarized gas. -/
theorem continuousOn_scaling :
    ContinuousOn rpaScaling (Icc 0 1) ∧ ContinuousOn phi (Icc 0 1) := by
  have hk : Continuous kF :=
    (continuous_const.add continuous_id).rpow_const (fun _ => Or.inr (by norm_num))
  have hm : Continuous (fun t => kF (-t)) := hk.comp continuous_neg
  -- t³ ln t is continuous, also at t = 0, where Lean gives it the value 0
  have h2 : Continuous (fun t : ℝ => t ^ 2 * (t * Real.log t)) :=
    (continuous_pow 2).mul Real.continuous_mul_log
  have hl : Continuous (fun t : ℝ => t ^ 3 * Real.log t) := h2.congr (fun t => by ring)
  have hlog : ContinuousOn (fun t => Real.log (kF t + kF (-t))) (Icc 0 1) := by
    refine (hk.add hm).continuousOn.log (fun t ht => ?_)
    have p : 0 < kF t := (kF_spec (by linarith [ht.1])).1
    have q : 0 ≤ kF (-t) := Real.rpow_nonneg (by linarith [ht.2]) _
    exact (add_pos_of_pos_of_nonneg p q).ne'
  exact ⟨continuousOn_const.add ((((((hk.mul hm).mul (hk.add hm)).continuousOn.sub
    (continuousOn_const.mul hlog)).add (hl.comp hk).continuousOn).add
    (hl.comp hm).continuousOn).div_const _),
    (((hk.pow 2).add (hm.pow 2)).div_const 2).continuousOn⟩
```

### (f) Endpoint values

Show that

$$I(0)=\phi(0)^3=1,\qquad \lim_{z\to1^-}I=\lim_{z\to1^-}\phi^3=\tfrac12.$$

At $z=0$, $x=y=1$, so $N=2L$ and $\phi=1$. At $z=1$, $y=0$ and $x^3=2$, so $N=-2\ln x+2\ln x=0$ and $\phi^3=x^6/8=\tfrac12$. Continuity turns these values into limits, written with `𝓝[<] 1`.

```lean
/-- `I` and `φ³` both equal 1 in the unpolarized gas and both tend to 1/2 at full
polarization. -/
theorem scaling_endpoints : rpaScaling 0 = 1 ∧ phi 0 ^ 3 = 1 ∧
    Tendsto rpaScaling (𝓝[<] 1) (𝓝 (1 / 2)) ∧
    Tendsto (fun z => phi z ^ 3) (𝓝[<] 1) (𝓝 (1 / 2)) := by
  have k0 : kF 0 = 1 := by simp [kF]
  have km : kF (-1) = 0 := by simp [kF, Real.zero_rpow]
  have k1 : kF 1 ^ 3 = 2 := by rw [(kF_spec (by norm_num)).2]; norm_num
  have hL : 1 - Real.log 2 ≠ 0 := by linarith [Real.log_two_lt_d9]
  have i1 : rpaScaling 1 = 1 / 2 := by
    unfold rpaScaling
    rw [km, k1, add_zero]
    ring
  have p1 : phi 1 ^ 3 = 1 / 2 := by
    unfold phi
    rw [km]
    linear_combination (1 / 8) * (kF 1 ^ 3 + 2) * k1
  have hle : 𝓝[<] (1 : ℝ) ≤ 𝓝[Icc 0 1] 1 :=
    nhdsWithin_le_of_mem (Icc_mem_nhdsLT zero_lt_one)
  have hmem : (1 : ℝ) ∈ Icc (0 : ℝ) 1 := ⟨zero_le_one, le_rfl⟩
  refine ⟨?_, ?_, ?_, ?_⟩
  · simp only [rpaScaling, neg_zero, k0, Real.log_one, one_add_one_eq_two]
    field_simp
    ring
  · norm_num [phi, k0]
  · rw [← i1]
    exact (continuousOn_scaling.1 1 hmem).mono_left hle
  · rw [← p1]
    exact ((continuousOn_scaling.2 1 hmem).pow 3).mono_left hle
```

### (g) Monotonic decrease

Show that

$$0\le z_1<z_2\le1\implies I(z_2)<I(z_1).$$

For $0<z<1$, $x>y>0$. From $\ln(x/y)\le x/y-1$, the numerator in (c) is at most $y/x-1<0$, while $L>0$. Continuity includes the endpoints.

```lean
/-- The RPA factor decreases strictly as the polarization grows from 0 to 1. -/
theorem rpaScaling_strictAntiOn : StrictAntiOn rpaScaling (Icc 0 1) := by
  refine strictAntiOn_of_deriv_neg (convex_Icc 0 1) continuousOn_scaling.1 (fun z hz => ?_)
  rw [interior_Icc] at hz
  obtain ⟨h0, h1⟩ := hz
  have px := (kF_spec (z := z) (by linarith)).1
  have py := (kF_spec (z := -z) (by linarith)).1
  have hlt : kF (-z) < kF z :=
    Real.rpow_lt_rpow (by linarith) (by linarith) (by norm_num)
  rw [(hasDerivAt_rpaScaling (by linarith) h1).deriv]
  refine div_neg_of_neg_of_pos ?_ (by linarith [Real.log_two_lt_d9])
  -- ln r ≤ r - 1 for the ratio r = x / y
  have hl := Real.log_le_sub_one_of_pos (div_pos px py)
  rw [Real.log_div px.ne' py.ne'] at hl
  linarith [(div_lt_one px).2 hlt]
```

### (h) Curvature of the RPA factor

Show that

$$I''(0)=-\frac1{6L}.$$

At zero, $x'=\tfrac13$ and $y'=-\tfrac13$. The two ratios in (c) contribute $-\tfrac23-\tfrac23$ and the logarithms $+\tfrac23$; divide the sum by $4L$. Lean differentiates `deriv rpaScaling`, using (c) throughout a neighbourhood of zero.

```lean
/-- The second derivative of the RPA factor at zero polarization is `-1 / (6 (1 - ln 2))`. -/
theorem rpaScaling_curvature :
    HasDerivAt (deriv rpaScaling) (-1 / (6 * (1 - Real.log 2))) 0 := by
  have k0 : kF 0 = 1 := by simp [kF]
  have hL : 1 - Real.log 2 ≠ 0 := by linarith [Real.log_two_lt_d9]
  obtain ⟨hx, hy⟩ := hasDerivAt_kF (z := 0) (by norm_num) (by norm_num)
  have nx : kF 0 ≠ 0 := by simp [k0]
  have ny : kF (-0) ≠ 0 := by simp [k0]
  have h := ((((hy.fun_div hx nx).fun_sub (hx.fun_div hy ny)).fun_add (hx.log nx)).fun_sub
    (hy.log ny)).div_const (4 * (1 - Real.log 2))
  refine (h.congr_deriv ?_).congr_of_eventuallyEq ?_
  · simp only [neg_zero, k0]
    rw [div_eq_div_iff (mul_ne_zero (by norm_num) hL) (mul_ne_zero (by norm_num) hL)]
    ring
  · filter_upwards [Ioo_mem_nhds (by norm_num : (-1 : ℝ) < 0) one_pos] with z hz
    exact (hasDerivAt_rpaScaling hz.1 hz.2).deriv
```

### (i) Curvature of φ³

Show that

$$(\phi^3)''(0)=-\tfrac23.$$

By (d), $(\phi^3)'=\phi^2(1/x-1/y)$. The bracket vanishes at zero, so only its derivative, $-x'+y'=-\tfrac23$, survives.

```lean
/-- The second derivative of `φ³` at zero polarization is `-2/3`. -/
theorem phi_cube_curvature : HasDerivAt (deriv fun z => phi z ^ 3) (-2 / 3) 0 := by
  have k0 : kF 0 = 1 := by simp [kF]
  have p0 : phi 0 = 1 := by norm_num [phi, k0]
  obtain ⟨hx, hy⟩ := hasDerivAt_kF (z := 0) (by norm_num) (by norm_num)
  have hp := hasDerivAt_phi (z := 0) (by norm_num) (by norm_num)
  have h := (hp.fun_mul hp).fun_mul
    (((hasDerivAt_const (0 : ℝ) (1 : ℝ)).fun_div hx (by simp [k0])).fun_sub
      ((hasDerivAt_const (0 : ℝ) (1 : ℝ)).fun_div hy (by simp [k0])))
  refine (h.congr_deriv ?_).congr_of_eventuallyEq ?_
  · simp only [neg_zero, k0, p0]
    norm_num
  · filter_upwards [Ioo_mem_nhds (by norm_num : (-1 : ℝ) < 0) one_pos] with z hz
    rw [((hasDerivAt_phi hz.1 hz.2).fun_pow 3).deriv]
    push_cast
    ring
```

### (j) Ordering near zero polarization

Show that

$$-\frac23<-\frac1{6L},\qquad \phi^3<I\ \text{ for all sufficiently small } z\ne0.$$

The first inequality is equivalent to $\ln2<\tfrac34$. Let $c>0$ be the curvature difference. Then $g=I-\phi^3-cz^2/4$ has $g(0)=g'(0)=0$ and $g''(0)=c/2>0$, so $g\ge0$ near zero and $I-\phi^3\ge cz^2/4>0$ for $z\ne0$. Applying the local-minimum theorem directly to $I-\phi^3$ would give only $\ge$; the parabola makes the inequality strict.

For the high-density uniform gas, replacing $I$ by $\phi^3$ thus underestimates the RPA logarithmic coefficient at small nonzero polarization.

The theorem gives no radius, but $z=\tfrac79$ is simple to evaluate: $x=2y$ and $y^3=\tfrac29$. Then $N=\tfrac43-2\ln3+\tfrac{16}9\ln2\approx0.368$, so $I\approx0.800$, while $\phi^3=\tfrac{125}{162}\approx0.772$.

```lean
/-- At zero polarization the curvature of `I` lies strictly above that of `φ³`, and
`I` exceeds `φ³` at every sufficiently small nonzero polarization. -/
theorem phi_cube_lt_rpaScaling : -2 / 3 < -1 / (6 * (1 - Real.log 2)) ∧
    ∀ᶠ z in 𝓝[≠] (0 : ℝ), phi z ^ 3 < rpaScaling z := by
  have hlt : -2 / 3 < -1 / (6 * (1 - Real.log 2)) := by
    rw [lt_div_iff₀ (by linarith [Real.log_two_lt_d9])]
    linarith [Real.log_two_lt_d9]
  refine ⟨hlt, ?_⟩
  obtain ⟨c, hc⟩ : ∃ c : ℝ, c = -1 / (6 * (1 - Real.log 2)) - -2 / 3 := ⟨_, rfl⟩
  have cpos : 0 < c := by linarith
  have k0 : kF 0 = 1 := by simp [kF]
  -- subtract a parabola with half the curvature of the difference
  have hd : ∀ z : ℝ, -1 < z → z < 1 →
      HasDerivAt (fun t => rpaScaling t - phi t ^ 3 - c / 4 * (t * t))
        (deriv rpaScaling z - deriv (fun t => phi t ^ 3) z - c / 2 * z) z := by
    intro z h1 h2
    have hI := (hasDerivAt_rpaScaling h1 h2).differentiableAt.hasDerivAt
    have hP := ((hasDerivAt_phi h1 h2).fun_pow 3).differentiableAt.hasDerivAt
    have hq := ((hasDerivAt_id' z).fun_mul (hasDerivAt_id' z)).const_mul (c / 4)
    exact ((hI.fun_sub hP).fun_sub hq).congr_deriv (by ring)
  have hdd : HasDerivAt (deriv fun t => rpaScaling t - phi t ^ 3 - c / 4 * (t * t))
      (c / 2) 0 := by
    have h := (rpaScaling_curvature.fun_sub phi_cube_curvature).fun_sub
      ((hasDerivAt_id' (0 : ℝ)).const_mul (c / 2))
    refine (h.congr_deriv (by linear_combination -hc)).congr_of_eventuallyEq ?_
    filter_upwards [Ioo_mem_nhds (by norm_num : (-1 : ℝ) < 0) one_pos] with z hz
    exact (hd z hz.1 hz.2).deriv
  have h0 := hd 0 (by norm_num) (by norm_num)
  have hs : deriv (fun t => rpaScaling t - phi t ^ 3 - c / 4 * (t * t)) 0 = 0 := by
    rw [h0.deriv, (hasDerivAt_rpaScaling (by norm_num) (by norm_num)).deriv,
      ((hasDerivAt_phi (by norm_num) (by norm_num)).fun_pow 3).deriv]
    simp [k0]
  have hmin : ∀ᶠ z in 𝓝 (0 : ℝ), rpaScaling 0 - phi 0 ^ 3 - c / 4 * (0 * 0)
      ≤ rpaScaling z - phi z ^ 3 - c / 4 * (z * z) :=
    isLocalMin_of_deriv_deriv_pos (by rw [hdd.deriv]; linarith) hs h0.continuousAt
  filter_upwards [hmin.filter_mono nhdsWithin_le_nhds, self_mem_nhdsWithin] with z hz hne
  rw [scaling_endpoints.1, scaling_endpoints.2.1] at hz
  have hpos : 0 < c / 4 * (z * z) := mul_pos (by linarith) (mul_self_pos.2 hne)
  linarith

end

end ElectronGasSpinScaling
```

```lean
#print axioms ElectronGasSpinScaling.rpaScaling_strictAntiOn
#print axioms ElectronGasSpinScaling.phi_cube_lt_rpaScaling
```

```
'ElectronGasSpinScaling.rpaScaling_strictAntiOn' depends on axioms: [propext, Classical.choice, Quot.sound]
'ElectronGasSpinScaling.phi_cube_lt_rpaScaling' depends on axioms: [propext, Classical.choice, Quot.sound]
```
